# Angular defects total 4π in a cage with polygonal faces and Euler number 2

## Corners, face sizes and defects

A cage here has finitely many atoms, faces and corners. A corner $c$ is the place where one face meets one atom, and it carries a real angle $\theta_c$ in radians. Write $V$ for the number of atoms, $F$ for the number of faces and $E$ for the number of edges, that is, bonds.

The size $k_f$ of a face $f$ is its number of corners. The defect of an atom $a$ is what the angles around it lack of a full turn:

$$\delta_a = 2\pi - \sum_{c \text{ at } a} \theta_c .$$

An atom of a flat graphene sheet has three angles of $2\pi/3$ and defect zero. An atom of a regular tetrahedron has three angles of $\pi/3$ and defect $\pi$.

## Three conditions on the cage

1. **Polygonal faces.** The angles of each face $f$ sum to $(k_f-2)\pi$, as in a plane polygon. The face need not be regular. The bond angles of a puckered ring sum to less than this, so for a molecule with such rings the condition is an idealisation.
2. **Edge count.** The face sizes sum to $2E$. This expresses that the surface is closed: every bond borders two faces, and a face has as many sides as corners.
3. **Euler's relation.** $V - E + F = 2$. This is the count for a connected cage with the topology of a sphere.

Under these conditions the defects total $4\pi$, whatever the individual angles. Descartes' theorem is usually stated for convex polyhedra, where Euler's relation is itself a theorem. Here that relation is assumed, and convexity plays no part.

## Counting the corners twice

Group the corners first by face. Every corner belongs to exactly one face, so

$$\sum_c \theta_c = \sum_f \sum_{c \text{ in } f} \theta_c = \sum_f (k_f-2)\pi = \Big(\sum_f k_f - 2F\Big)\pi .$$

Now group the same corners by atom. Every corner sits at exactly one atom, so

$$\sum_a \delta_a = 2\pi V - \sum_a \sum_{c \text{ at } a}\theta_c = 2\pi V - \sum_c \theta_c .$$

Insert the first result into the second and use $\sum_f k_f = 2E$:

$$\sum_a \delta_a = 2\pi V - (2E-2F)\pi = 2\pi(V-E+F).$$

Euler's relation has not been used so far. Since $2\pi \neq 0$, the total equals $4\pi$ exactly when $V-E+F=2$.

## Curvature at the atoms

Because the total is positive, at least one defect is positive: a cage that meets the three conditions cannot be flat at every atom. For a fullerene idealised with planar faces, this means that not every carbon can have the planar arrangement of ideal sp² bonding; the argument is purely geometric and contains no electrons.

If all atoms have the same defect $\delta$, then $V\delta = 4\pi$. For C₆₀ with regular pentagons and hexagons this gives $\delta = 4\pi/60 = \pi/15$, or 12°. The angles agree: $360° - (108° + 120° + 120°) = 12°$.

## What fails without each condition

**Without Euler's relation.** Take one square and glue its opposite sides, which gives a torus with $V=1$, $E=2$, $F=1$. The four right angles meet at the single atom. The faces are polygonal and the sizes sum to $4=2E$, but $V-E+F=0$ and the total defect is $0$.

**Without the edge count.** Keep the same glued square but set $E=0$. Then $V-E+F=2$ holds as arithmetic, and the total defect is still $0$.

**Without polygonal faces.** Draw the regular tetrahedron on a sphere, with arcs of great circles as edges. All angles become $2\pi/3$, every defect vanishes, and so does the total, although both counting conditions hold.

## The statement in Lean

The structure `Cage A F C` has types of atoms, faces and corners. Its fields `atom` and `face` say where each corner belongs, and `angle` gives $\theta_c$. The letter `F` is thus a type in the code; the number of faces is `Fintype.card F`, and $V$ is `Fintype.card A`. The definitions `faceSize`, `faceAngleSum` and `defect` are $k_f$, the angle sum of a face and $\delta_a$. The first condition is `PolygonalFaces`.

There are no edges as objects. `E` is a natural number tied to the cage only by the hypothesis `hE`, the edge count. Euler's relation, `hEuler`, is written in the integers, where subtraction behaves as usual; in the natural numbers it would stop at zero.

The structure holds no coordinates, bond lengths or adjacency, and nothing requires the corners to fit together into a surface in space. Angles may be any real numbers, even negative ones. The theorems therefore cover every cage that satisfies the numerical conditions, and they do not show that a given set of angles can be built.

```lean
import Mathlib

open scoped Real

namespace CageDescartesCurvature

noncomputable section

/-- A cage described by its face corners: each corner sits at one atom, belongs to one face,
and has an angle. -/
structure Cage (A F C : Type*) where
  /-- The atom at which a corner sits. -/
  atom : C → A
  /-- The face to which a corner belongs. -/
  face : C → F
  /-- The angle of a corner, in radians. -/
  angle : C → ℝ

variable {A F C : Type*} [Fintype C] [DecidableEq A] [DecidableEq F]

/-- The size of a face is its number of corners. -/
def Cage.faceSize (P : Cage A F C) (f : F) : ℕ :=
  (Finset.univ.filter (fun c => P.face c = f)).card

/-- The sum of the corner angles of a face. -/
def Cage.faceAngleSum (P : Cage A F C) (f : F) : ℝ :=
  ∑ c ∈ Finset.univ.filter (fun c => P.face c = f), P.angle c

/-- The angular defect of an atom: `2π` minus the sum of the corner angles at that atom. -/
def Cage.defect (P : Cage A F C) (a : A) : ℝ :=
  2 * π - ∑ c ∈ Finset.univ.filter (fun c => P.atom c = a), P.angle c

/-- Every face with `k` corners has the angle sum `(k - 2)π` of a plane `k`-gon. -/
def Cage.PolygonalFaces (P : Cage A F C) : Prop :=
  ∀ f, P.faceAngleSum f = ((P.faceSize f : ℝ) - 2) * π

omit [DecidableEq A] in
/-- The angles of all corners of a cage with polygonal faces add up to `π` times `(S - 2F)`, where
`S` is the sum of the face sizes and `F` is the number of faces. -/
theorem total_angle [Fintype F] (P : Cage A F C) (hP : P.PolygonalFaces) :
    ∑ c, P.angle c = ((∑ f, (P.faceSize f : ℝ)) - 2 * Fintype.card F) * π := by
  -- group the corners by face
  rw [← Finset.sum_fiberwise Finset.univ P.face P.angle]
  calc _ = ∑ f, ((P.faceSize f : ℝ) - 2) * π := Finset.sum_congr rfl (fun f _ => hP f)
    _ = _ := by
      rw [← Finset.sum_mul, Finset.sum_sub_distrib]
      simp only [Finset.sum_const, Finset.card_univ, nsmul_eq_mul]
      ring

omit [DecidableEq F] in
/-- The total defect is `2π` per atom less the angles of all corners. -/
theorem total_defect [Fintype A] (P : Cage A F C) :
    ∑ a, P.defect a = 2 * π * Fintype.card A - ∑ c, P.angle c := by
  -- group the same corners by atom
  simp only [Cage.defect]
  rw [Finset.sum_sub_distrib, Finset.sum_fiberwise]
  simp only [Finset.sum_const, Finset.card_univ, nsmul_eq_mul]
  ring

/-- If the face sizes sum to `2E`, the total defect of a cage with polygonal faces is
`2π (V - E + F)`, whatever the value of `V - E + F`. -/
theorem total_defect_eq_euler [Fintype A] [Fintype F] (P : Cage A F C)
    (hP : P.PolygonalFaces) (E : ℕ) (hE : ∑ f, P.faceSize f = 2 * E) :
    ∑ a, P.defect a = 2 * π * ((Fintype.card A : ℝ) - E + Fintype.card F) := by
  have hE' : ∑ f, (P.faceSize f : ℝ) = 2 * E := by exact_mod_cast hE
  rw [total_defect, total_angle P hP, hE']
  ring

/-- For a cage with polygonal faces whose sizes sum to `2E`, the total defect is `4π`
exactly when `V - E + F = 2`. -/
theorem total_defect_eq_four_pi_iff [Fintype A] [Fintype F] (P : Cage A F C)
    (hP : P.PolygonalFaces) (E : ℕ) (hE : ∑ f, P.faceSize f = 2 * E) :
    ∑ a, P.defect a = 4 * π ↔ (Fintype.card A : ℤ) - E + Fintype.card F = 2 := by
  rw [total_defect_eq_euler P hP E hE]
  constructor
  · intro h
    -- divide by the nonzero factor 2π
    have h2 : (Fintype.card A : ℝ) - E + Fintype.card F = 2 := by
      apply mul_left_cancel₀ Real.two_pi_pos.ne'
      linarith
    exact_mod_cast h2
  · intro h
    have h2 : (Fintype.card A : ℝ) - E + Fintype.card F = 2 := by exact_mod_cast h
    rw [h2]
    ring

/-- Descartes' theorem: in a cage with polygonal faces whose sizes sum to `2E` and with
`V - E + F = 2`, the angular defects of the atoms total `4π`. -/
theorem descartes [Fintype A] [Fintype F] (P : Cage A F C)
    (hP : P.PolygonalFaces) (E : ℕ) (hE : ∑ f, P.faceSize f = 2 * E)
    (hEuler : (Fintype.card A : ℤ) - E + Fintype.card F = 2) :
    ∑ a, P.defect a = 4 * π :=
  (total_defect_eq_four_pi_iff P hP E hE).mpr hEuler

/-- Under the hypotheses of Descartes' theorem, some atom has a strictly positive defect. -/
theorem exists_pos_defect [Fintype A] [Fintype F] (P : Cage A F C)
    (hP : P.PolygonalFaces) (E : ℕ) (hE : ∑ f, P.faceSize f = 2 * E)
    (hEuler : (Fintype.card A : ℤ) - E + Fintype.card F = 2) :
    ∃ a, 0 < P.defect a := by
  by_contra hno
  -- otherwise the total defect could not be positive
  have hle : ∑ a, P.defect a ≤ 0 :=
    Finset.sum_nonpos (fun a _ => le_of_not_gt (fun ha => hno ⟨a, ha⟩))
  rw [descartes P hP E hE hEuler] at hle
  linarith [Real.pi_pos]

/-- Under the hypotheses of Descartes' theorem, if all atoms have the same defect `δ`,
then the number of atoms times `δ` is `4π`. -/
theorem card_mul_defect [Fintype A] [Fintype F] (P : Cage A F C)
    (hP : P.PolygonalFaces) (E : ℕ) (hE : ∑ f, P.faceSize f = 2 * E)
    (hEuler : (Fintype.card A : ℤ) - E + Fintype.card F = 2)
    (δ : ℝ) (hδ : ∀ a, P.defect a = δ) :
    (Fintype.card A : ℝ) * δ = 4 * π := by
  rw [← descartes P hP E hE hEuler, Finset.sum_congr rfl (fun a _ => hδ a)]
  simp only [Finset.sum_const, Finset.card_univ, nsmul_eq_mul]

/-- The regular tetrahedron: face `i` has its three corners at the atoms other than `i`,
and every corner angle is `π/3`. -/
def tetrahedron : Cage (Fin 4) (Fin 4) (Fin 4 × Fin 3) where
  atom c := c.1.succAbove c.2
  face c := c.1
  angle _ := π / 3

/-- The regular tetrahedron, with six edges, meets the hypotheses of Descartes' theorem,
and each of its atoms has defect `π`. -/
theorem tetrahedron_witness :
    tetrahedron.PolygonalFaces ∧ ∑ f, tetrahedron.faceSize f = 2 * 6 ∧
      (Fintype.card (Fin 4) : ℤ) - (6 : ℕ) + Fintype.card (Fin 4) = 2 ∧
      ∀ a, tetrahedron.defect a = π := by
  -- three corners on each face and three at each atom
  have hf : ∀ f : Fin 4,
      (Finset.univ.filter (fun c : Fin 4 × Fin 3 => c.1 = f)).card = 3 := by decide
  have ha : ∀ a : Fin 4,
      (Finset.univ.filter (fun c : Fin 4 × Fin 3 => c.1.succAbove c.2 = a)).card = 3 := by
    decide
  have hs : ∀ f, tetrahedron.faceSize f = 3 := hf
  refine ⟨fun f => ?_, ?_, ?_, fun a => ?_⟩
  · rw [hs f]
    change ∑ c ∈ Finset.univ.filter (fun c : Fin 4 × Fin 3 => c.1 = f), π / 3 = _
    rw [Finset.sum_const, hf f, nsmul_eq_mul]
    push_cast
    ring
  · rw [Finset.sum_congr rfl (fun f _ => hs f)]
    decide
  · norm_num [Fintype.card_fin]
  · change 2 * π - ∑ c ∈ Finset.univ.filter
      (fun c : Fin 4 × Fin 3 => c.1.succAbove c.2 = a), π / 3 = π
    rw [Finset.sum_const, ha a, nsmul_eq_mul]
    push_cast
    ring

end

end CageDescartesCurvature
```

```lean
#print axioms CageDescartesCurvature.total_defect_eq_euler
#print axioms CageDescartesCurvature.exists_pos_defect
#print axioms CageDescartesCurvature.card_mul_defect
```

```
'CageDescartesCurvature.total_defect_eq_euler' depends on axioms: [propext, Classical.choice, Quot.sound]
'CageDescartesCurvature.exists_pos_defect' depends on axioms: [propext, Classical.choice, Quot.sound]
'CageDescartesCurvature.card_mul_defect' depends on axioms: [propext, Classical.choice, Quot.sound]
```

## How the proof follows the count

`total_angle` is the grouping by face. The lemma `Finset.sum_fiberwise` says that summing over the corners of each face and then over the faces gives the sum over all corners; it is used here from right to left. The hypothesis `hP` then replaces each inner sum by $(k_f-2)\pi$, and the remaining lines take out the factor $\pi$ and sum the constant $2$ over the faces.

`total_defect` is the grouping by atom. It splits the sum of differences and applies the same lemma from left to right. It needs no condition on the faces.

`total_defect_eq_euler` joins the two. The edge count is an equation between natural numbers, so `exact_mod_cast` first carries it over to the reals. After three rewrites `ring` finishes the algebra, with the Euler number still arbitrary.

`total_defect_eq_four_pi_iff` proves the two directions separately. From a total of $4\pi$, the nonzero factor $2\pi$ is cancelled by `mul_left_cancel₀`, and the resulting real equation is carried back to the integers. In the other direction the value $2$ is substituted. The theorem `descartes` is this second direction.

`exists_pos_defect` argues by contradiction: if no defect were positive, their sum would be at most zero, yet it is $4\pi$. `card_mul_defect` replaces every defect in the sum by the common value `δ`, which leaves $V\delta$.

## The tetrahedron as a test case

The definition `tetrahedron` numbers both atoms and faces from 0 to 3 and lets face $i$ lie opposite atom $i$. A corner is a pair of a face and a position from 0 to 2. The function `succAbove` lists the atoms in order while skipping number $i$, so each face receives the three other atoms.

`tetrahedron_witness` confirms all three conditions with $E=6$. `decide` counts three corners on each face and three at each atom by going through the cases. The angle sum of a face is then $3\cdot\pi/3=\pi=(3-2)\pi$, the sizes sum to $12 = 2\cdot 6$, and $4-6+4=2$. Each defect is $2\pi-3\cdot\pi/3=\pi$, and the four of them make $4\pi$.
